# The magnitude of the Doppler shift, averaged over a circular vortex cell of fixed flux, grows as the square root of the field

## Why √H, when the number of vortices grows as H?

In a superconductor with gap nodes, the flow around a vortex shifts the energy of a nodal quasiparticle, up or down, by the amount $c\,|\cos\theta|/r$ at distance $r$ and angle $\theta$ from the vortex centre. Averaged over a circular cell that carries the flux $F$ in a field $H$, this gives $4c\sqrt{H/(\pi F)}$.

Two things bother me about that. The number of vortices is proportional to $H$, so I would expect a linear law. And $1/r$ blows up at the centre, where the vortex core invalidates the flow anyway, so shouldn't the answer depend on where I cut it off? I also don't see what happens to the prefactor if the node points in some other direction.

## The field enters only through the cell radius

The average is $4c\sqrt{H/(\pi F)}$ for every nodal direction, and the integral converges without a cutoff. If a core of radius $\xi$ is removed from a cell of radius $R$, with $0\le\xi<R$, the average becomes

$$\frac{4c\sqrt{H/(\pi F)}}{1+\xi\sqrt{\pi H/F}} .$$

Both formulas assume a flow that falls off as $1/r$ up to the edge of the cell, and the flux condition $\pi R^2H=F$.

Your count of vortices is right, and it would give a linear law if each vortex contributed a fixed amount. But the cells shrink as their number grows, with $R\propto 1/\sqrt H$, and the magnitude of the shift integrated over one cell without a core is $4cR$. The number of cells per area times this contribution grows as $H\cdot 1/\sqrt H=\sqrt H$. Put differently, the typical distance to the nearest vortex is of order $R$, and the shift scales as one over that distance.

**The shift in polar coordinates.** In units where the speed at distance $r$ is $1/r$, the superflow is

$$\mathbf u=\frac{(-y,x)}{x^2+y^2}=\frac{(-\sin\theta,\cos\theta)}{r}.$$

Its projection on a nodal direction $(\cos\alpha,\sin\alpha)$ is

$$\frac{-\cos\alpha\sin\theta+\sin\alpha\cos\theta}{r}=-\frac{\sin(\theta-\alpha)}{r},$$

so the magnitude of the shift is $c\,|\sin(\theta-\alpha)|/r$. For $\alpha=\pi/2$ this is your $c\,|\cos\theta|/r$. All averages here are of this magnitude; taken with its sign, the shift averages to zero over the cell.

**The integral over the cell.** The area element $r\,dr\,d\theta$ cancels the $1/r$:

$$\int_\xi^R\!\int_{-\pi}^{\pi}\frac{c\,|\sin(\theta-\alpha)|}{r}\,r\,d\theta\,dr=c\,(R-\xi)\int_{-\pi}^{\pi}|\sin(\theta-\alpha)|\,d\theta .$$

The function $|\sin|$ has period $\pi$, and its integral over one period is $\int_0^\pi\sin x\,dx=2$. A full turn holds two periods wherever it starts, so the angular integral is $4$ for every $\alpha$. That settles the nodal direction. It also settles the divergence: the region within distance $\rho$ of the centre contributes $4c\rho$, which vanishes with $\rho$.

**The average.** The area of the cell is $2\pi\cdot\tfrac12(R^2-\xi^2)=\pi(R-\xi)(R+\xi)$. Dividing gives

$$\frac{4c\,(R-\xi)}{\pi(R-\xi)(R+\xi)}=\frac{4c}{\pi(R+\xi)}=\frac{4c}{\pi R}\cdot\frac{1}{1+\xi/R}.$$

**The field.** From $\pi R^2H=F$ we have $1/R=\sqrt{\pi H/F}$, hence $4c/(\pi R)=4c\sqrt{H/(\pi F)}$ and $\xi/R=\xi\sqrt{\pi H/F}$. This is the formula with a core, and $\xi=0$ gives the pure square root. A core with $\xi/R=0.1$ lowers the average by about 9 per cent, and the correction fades as the field decreases.

## What the symbols and hypotheses stand for

The final theorem, `volovik_sqrt_law`, says: for real numbers $c$ and $\alpha$, a radius $R>0$ and a flux $F>0$ with $\pi R^2H=F$, the average of `dopplerShift c α` over the disc of radius $R$ equals $4c\sqrt{H/(\pi F)}$. The theorem `volovik_with_core` says the same for $0\le\xi<R$, with the extra denominator. A positive $H$ is not assumed separately, since it follows from the flux condition.

- A point of the plane is a pair `p : ℝ × ℝ`, and `superflow` is the field $\mathbf u$ above.
- `dopplerShift c α` is $c$ times the absolute projection of $\mathbf u$ on the nodal direction. The constant $c$ carries the material: for a singly quantised vortex of electron pairs with speed $\hbar/(2mr)$, where $m$ is the electron mass, and a node with Fermi velocity $v_F=\hbar k_F/m$, where $k_F$ is the Fermi wave number, it is $\hbar v_F/2$. The theorems allow any real $c$; the physical one is positive.
- `vortexCell ξ R` is the open ring $\xi<r<R$, written with squared distances. For $\xi=0$ only the centre is missing, a point of zero area.
- `cellAverage` is the two-dimensional integral over the cell divided by the cell's area, which is itself computed as an integral.
- `hflux` is the flux condition. It stands for the fact that each vortex carries one flux quantum, $h/(2e)$, and that the cells together fill the sample. The letter $F$ is thus the usual $\Phi_0$, and $H$ is strictly the mean magnetic induction $B$, which is close to the applied field well above the lower critical field.

The cell is a circle, although the cells of a vortex lattice are polygons, and the flow is that of one isolated vortex, with no screening and no neighbours. The core is a sharp hole that is left out of both the integral and the area.

What is usually called the Volovik effect is a statement about the density of states. The step from the averaged shift to that quantity is the linear density of states near a line node: a local shift $\delta$ then produces a zero-energy density of states proportional to $|\delta|$. With that step, and for non-interacting quasiparticles treated semiclassically, the average computed here gives the term proportional to $T\sqrt H$ in the specific heat of a clean $d$-wave superconductor at low temperature $T$.

In Lean 4 with Mathlib:

```lean
import Mathlib

open MeasureTheory Set Real

namespace VolovikEffect

noncomputable section

/-- The superflow circulating around a vortex at the origin, in units where its speed at
distance `r` is `1 / r`; its domain is the plane without the origin. -/
def superflow (p : ℝ × ℝ) : ℝ × ℝ :=
  (-p.2 / (p.1 ^ 2 + p.2 ^ 2), p.1 / (p.1 ^ 2 + p.2 ^ 2))

/-- For `c ≥ 0`, the magnitude of the Doppler shift of a nodal quasiparticle: `c` times the absolute
projection of the superflow on the nodal direction `(cos α, sin α)`, away from the origin. -/
def dopplerShift (c α : ℝ) (p : ℝ × ℝ) : ℝ :=
  c * |cos α * (superflow p).1 + sin α * (superflow p).2|

/-- The vortex cell between radii `ξ` and `R` (both nonnegative): a disc of radius `R` from which
the core of radius `ξ` is removed. For `ξ = 0` only the centre is missing. -/
def vortexCell (ξ R : ℝ) : Set (ℝ × ℝ) :=
  {p | ξ ^ 2 < p.1 ^ 2 + p.2 ^ 2 ∧ p.1 ^ 2 + p.2 ^ 2 < R ^ 2}

/-- The area average of `f` over the vortex cell, for `0 ≤ ξ < R`: the integral of `f` divided by
the area of the cell. -/
def cellAverage (ξ R : ℝ) (f : ℝ × ℝ → ℝ) : ℝ :=
  (∫ p in vortexCell ξ R, f p) / ∫ _p in vortexCell ξ R, (1 : ℝ)

/-- In polar coordinates with `r > 0`, `dopplerShift c α` is `c |sin (θ - α)| / r`. -/
theorem dopplerShift_polar (c α θ : ℝ) {r : ℝ} (hr : 0 < r) :
    dopplerShift c α (r * cos θ, r * sin θ) = c * |sin (θ - α)| / r := by
  have hsq : (r * cos θ) ^ 2 + (r * sin θ) ^ 2 = r ^ 2 := by
    linear_combination r ^ 2 * sin_sq_add_cos_sq θ
  have hinv : r / r ^ 2 = 1 / r := by field_simp
  have hproj : cos α * (-(r * sin θ) / r ^ 2) + sin α * (r * cos θ / r ^ 2)
      = -sin (θ - α) / r := by
    rw [sin_sub]
    linear_combination (sin α * cos θ - cos α * sin θ) * hinv
  simp only [dopplerShift, superflow, hsq]
  rw [hproj, abs_div, abs_neg, abs_of_pos hr, mul_div_assoc]

/-- For the nodal direction `α = π / 2` and `r > 0`, `dopplerShift c α` is `c |cos θ| / r`. -/
theorem dopplerShift_polar_cos (c θ : ℝ) {r : ℝ} (hr : 0 < r) :
    dopplerShift c (π / 2) (r * cos θ, r * sin θ) = c * |cos θ| / r := by
  rw [dopplerShift_polar c _ θ hr, sin_sub_pi_div_two, abs_neg]

/-- If `f`, multiplied by the Jacobian `r`, is a radial factor times an angular factor, then its
integral over the vortex cell with `0 ≤ ξ ≤ R` is the product of the two integrals. -/
theorem integral_vortexCell {ξ R : ℝ} (hξ : 0 ≤ ξ) (hR : ξ ≤ R) (f : ℝ × ℝ → ℝ) (g h : ℝ → ℝ)
    (hf : ∀ r θ, 0 < r → r * f (r * cos θ, r * sin θ) = g r * h θ) :
    ∫ p in vortexCell ξ R, f p = (∫ r in ξ..R, g r) * ∫ θ in (-π)..π, h θ := by
  have hm : MeasurableSet (vortexCell ξ R) := by
    have hc : Continuous fun p : ℝ × ℝ => p.1 ^ 2 + p.2 ^ 2 := by fun_prop
    exact (measurableSet_lt measurable_const hc.measurable).inter
      (measurableSet_lt hc.measurable measurable_const)
  -- in polar coordinates the cell is the strip `ξ < r < R`
  have hpt : ∀ p ∈ polarCoord.target,
      p.1 • (vortexCell ξ R).indicator f (polarCoord.symm p)
        = (Ioo ξ R).indicator g p.1 * h p.2 := by
    rintro ⟨r, θ⟩ hp
    rw [polarCoord_target] at hp
    have hr : 0 < r := hp.1
    have hmem : (r * cos θ, r * sin θ) ∈ vortexCell ξ R ↔ r ∈ Ioo ξ R := by
      have hsq : (r * cos θ) ^ 2 + (r * sin θ) ^ 2 = r ^ 2 := by
        linear_combination r ^ 2 * sin_sq_add_cos_sq θ
      simp only [vortexCell, Set.mem_ofPred_eq, mem_Ioo, hsq]
      rw [sq_lt_sq₀ hξ hr.le, sq_lt_sq₀ hr.le (hξ.trans hR)]
    rw [polarCoord_symm_apply]
    simp only [smul_eq_mul]
    by_cases hc : r ∈ Ioo ξ R
    · rw [indicator_of_mem (hmem.2 hc), indicator_of_mem hc]
      exact hf r θ hr
    · rw [indicator_of_notMem (fun h' => hc (hmem.1 h')), indicator_of_notMem hc,
        mul_zero, zero_mul]
  have hsub : Ioi (0 : ℝ) ∩ Ioo ξ R = Ioo ξ R :=
    inter_eq_right.2 fun x hx => hξ.trans_lt hx.1
  calc ∫ p in vortexCell ξ R, f p
      = ∫ p in polarCoord.target, p.1 • (vortexCell ξ R).indicator f (polarCoord.symm p) := by
        rw [integral_comp_polarCoord_symm, integral_indicator hm]
    _ = ∫ p in polarCoord.target, (Ioo ξ R).indicator g p.1 * h p.2 :=
        setIntegral_congr_fun polarCoord.open_target.measurableSet hpt
    _ = (∫ r in Ioi (0 : ℝ), (Ioo ξ R).indicator g r) * ∫ θ in Ioo (-π) π, h θ := by
        rw [polarCoord_target, Measure.volume_eq_prod, setIntegral_prod_mul]
    _ = (∫ r in ξ..R, g r) * ∫ θ in (-π)..π, h θ := by
        rw [setIntegral_indicator measurableSet_Ioo, hsub, intervalIntegral.integral_of_le hR,
          intervalIntegral.integral_of_le (by linarith [pi_pos]),
          integral_Ioc_eq_integral_Ioo, integral_Ioc_eq_integral_Ioo]

/-- The area of the vortex cell with `0 ≤ ξ ≤ R` is `π (R² - ξ²)`. -/
theorem area_vortexCell {ξ R : ℝ} (hξ : 0 ≤ ξ) (hR : ξ ≤ R) :
    ∫ _p in vortexCell ξ R, (1 : ℝ) = π * (R ^ 2 - ξ ^ 2) := by
  rw [integral_vortexCell hξ hR (fun _ => 1) (fun r => r) (fun _ => 1) (fun _ _ _ => rfl)]
  simp only [integral_id, intervalIntegral.integral_const, smul_eq_mul]
  ring

/-- The angular factor `|sin (θ - α)|` integrates to `4` over a full turn, for every nodal direction
`α`. -/
theorem angular_integral (α : ℝ) : ∫ θ in (-π)..π, |sin (θ - α)| = 4 := by
  have hper : Function.Periodic (fun x : ℝ => |sin x|) π := fun x => by
    simp only [sin_add_pi, abs_neg]
  have hi : ∀ a b : ℝ, IntervalIntegrable (fun x : ℝ => |sin x|) volume a b :=
    fun a b => continuous_sin.abs.intervalIntegrable a b
  have hpos : ∫ x in (0 : ℝ)..π, |sin x| = 2 := by
    have hcongr : ∫ x in (0 : ℝ)..π, |sin x| = ∫ x in (0 : ℝ)..π, sin x := by
      refine intervalIntegral.integral_congr fun x hx => ?_
      rw [uIcc_of_le pi_pos.le] at hx
      exact abs_of_nonneg (sin_nonneg_of_mem_Icc hx)
    rw [hcongr, integral_sin, cos_zero, cos_pi]
    norm_num
  -- a full turn is two periods of `|sin|`, each contributing `2`
  have h1 := hper.intervalIntegral_add_eq (-π - α) 0
  have h2 := hper.intervalIntegral_add_eq (-α) 0
  rw [show -π - α + π = -α by ring, zero_add] at h1
  rw [show -α + π = π - α by ring, zero_add] at h2
  rw [intervalIntegral.integral_comp_sub_right (fun x => |sin x|) α,
    ← intervalIntegral.integral_add_adjacent_intervals (hi _ (-α)) (hi (-α) _), h1, h2, hpos]
  norm_num

/-- The average of `dopplerShift c α` over a vortex cell with `0 ≤ ξ < R` is `4c / (π (R + ξ))`. -/
theorem average_dopplerShift (c α : ℝ) {ξ R : ℝ} (hξ : 0 ≤ ξ) (hR : ξ < R) :
    cellAverage ξ R (dopplerShift c α) = 4 * c / (π * (R + ξ)) := by
  -- the Jacobian `r` cancels the `1 / r` of the superflow
  have hf : ∀ r θ, 0 < r →
      r * dopplerShift c α (r * cos θ, r * sin θ) = c * |sin (θ - α)| := by
    intro r θ hr
    rw [dopplerShift_polar c α θ hr, mul_div_cancel₀ _ hr.ne']
  have hd : 0 < R - ξ := sub_pos.2 hR
  have hs : 0 < R + ξ := by linarith
  have hfac : R ^ 2 - ξ ^ 2 = (R - ξ) * (R + ξ) := by ring
  rw [cellAverage, area_vortexCell hξ hR.le,
    integral_vortexCell hξ hR.le (dopplerShift c α) (fun _ => c) (fun θ => |sin (θ - α)|) hf,
    angular_integral, intervalIntegral.integral_const, smul_eq_mul, hfac,
    div_eq_div_iff (by positivity) (by positivity)]
  ring

/-- Field dependence with a core of radius `ξ`, `0 ≤ ξ < R`: if the cell of radius `R` carries the
flux `F = π R² H > 0`, the average of `dopplerShift c α` over the cell without its core is
`4c √(H / (π F))` divided by `1 + ξ √(π H / F)`. -/
theorem volovik_with_core (c α : ℝ) {ξ R H F : ℝ} (hξ : 0 ≤ ξ) (hR : ξ < R) (hF : 0 < F)
    (hflux : π * R ^ 2 * H = F) :
    cellAverage ξ R (dopplerShift c α)
      = 4 * c * √(H / (π * F)) / (1 + ξ * √(π * H / F)) := by
  have hR0 : 0 < R := hξ.trans_lt hR
  have hs : 0 < R + ξ := by linarith
  have hπ := pi_pos
  -- the flux condition expresses both square roots through the cell radius
  have e1 : H / (π * F) = (1 / (π * R)) ^ 2 := by
    rw [div_pow, div_eq_div_iff (by positivity) (by positivity), ← hflux]
    ring
  have e2 : π * H / F = (1 / R) ^ 2 := by
    rw [div_pow, div_eq_div_iff (by positivity) (by positivity), ← hflux]
    ring
  have e3 : 1 + ξ * (1 / R) = (R + ξ) / R := by
    rw [add_div, div_self hR0.ne', mul_one_div]
  rw [average_dopplerShift c α hξ hR, e1, e2, sqrt_sq (by positivity), sqrt_sq (by positivity),
    e3]
  field_simp

/-- Square-root field dependence without a core: if a vortex cell of radius `R > 0` carries the flux
`F = π R² H > 0`, the average of `dopplerShift c α` over it is `4c √(H / (π F))`, for every nodal
direction `α`. -/
theorem volovik_sqrt_law (c α : ℝ) {R H F : ℝ} (hR : 0 < R) (hF : 0 < F)
    (hflux : π * R ^ 2 * H = F) :
    cellAverage 0 R (dopplerShift c α) = 4 * c * √(H / (π * F)) := by
  rw [volovik_with_core c α le_rfl hR hF hflux, zero_mul, add_zero, div_one]

end

end VolovikEffect
```

```lean
#print axioms VolovikEffect.dopplerShift_polar_cos
#print axioms VolovikEffect.average_dopplerShift
#print axioms VolovikEffect.volovik_sqrt_law
```

```
'VolovikEffect.dopplerShift_polar_cos' depends on axioms: [propext, Classical.choice, Quot.sound]
'VolovikEffect.average_dopplerShift' depends on axioms: [propext, Classical.choice, Quot.sound]
'VolovikEffect.volovik_sqrt_law' depends on axioms: [propext, Classical.choice, Quot.sound]
```

## From the polar form to the square root

`dopplerShift_polar` is the projection computed above. The local fact `hsq` is $x^2+y^2=r^2$, and `hproj` uses the subtraction formula for the sine. The absolute value then removes the minus sign, and $r>0$ lets the denominator pass through it. `dopplerShift_polar_cos` specialises to $\alpha=\pi/2$ and recovers the form in your question; the later results work with general $\alpha$.

`integral_vortexCell` performs the change to polar coordinates once, for any function $f$ such that $r f$ is a radial factor $g(r)$ times an angular factor $h(\theta)$. The integral over the cell is written as an integral over the plane of a function that vanishes outside the cell. Mathlib's `integral_comp_polarCoord_symm` then supplies the factor $r$. The step `hpt` shows that a point lies in the cell exactly when $\xi<r<R$, so the restriction falls on the radial factor alone, and `setIntegral_prod_mul` splits the double integral into a product.

`area_vortexCell` applies this lemma to the constant function $1$, with $g(r)=r$ and $h=1$.

`angular_integral` follows the two-period argument. The substitution $x=\theta-\alpha$ moves the range to $[-\pi-\alpha,\pi-\alpha]$, which is split at $-\alpha$. Periodicity (`hper`) carries each half to $[0,\pi]$, where `hpos` gives the value $2$.

`average_dopplerShift` puts these together. Its `hf` is the cancellation of $r$ against $1/r$, so the radial factor is the constant $c$. The factorisation `hfac` of $R^2-\xi^2$ then removes $R-\xi$, which is nonzero because $\xi<R$. As for your worry about the divergence, Mathlib assigns the value $0$ to an integral that does not converge absolutely, so the nonzero result for $c\ne0$ also confirms that this one does.

In `volovik_with_core` the flux condition turns the arguments of the two square roots into perfect squares: `e1` is $H/(\pi F)=(1/(\pi R))^2$ and `e2` is $\pi H/F=(1/R)^2$. The roots can then be taken, since $R>0$, and the rest is algebra. `volovik_sqrt_law` is the case $\xi=0$.

## A cell that does not shrink, and the mean square shift

Suppose the link between field and cell size is removed. Take $R=1$, $F=\pi$ and $H=4$, so that $\pi R^2H=4\pi\neq F$. The average over the cell is still $4c/\pi$, because it knows only the radius, while the square-root formula gives $8c/\pi$. For $c\neq0$ the two disagree, so the formula fails if $R$, $H$ and $F$ may be chosen independently. The averaging gives a law in $1/R$, and it is the flux condition that turns this into the square root of the field.

The same polar factorisation gives the mean square of the shift, as a short calculation by pen shows. Now $r$ times the integrand is $c^2\sin^2(\theta-\alpha)/r$, the angular integral is $\pi$ and the radial one is $\ln(R/\xi)$, so for $0<\xi<R$

$$\langle\delta^2\rangle=\frac{c^2\ln(R/\xi)}{R^2-\xi^2}.$$

Here your concern about the cutoff is justified: the result diverges logarithmically as $\xi\to0$. For $\xi\ll R$ it is approximately $\frac{\pi c^2H}{2F}\ln\frac{F}{\pi H\xi^2}$, linear in the field up to a logarithm. The first power of the shift is mild enough at the centre to need no core, and the second is not.
